# Two electrons with uniform density on 2m sites: the mean of a convex, nonincreasing repulsion is least at separation m

To find how small the mean repulsion of two electrons can be when their density is uniform along a chain, we describe them by the joint probability $P_{ij}$ of their positions, and not by a wavefunction. The chain has $2m$ sites, $m\ge 1$, labelled $0,\dots,2m-1$ with unit spacing. Uniform density means that both marginals of $P$ equal $1/(2m)$ at every site. The repulsion $f(r)$ is convex and nonincreasing on $[0,\infty)$: it weakens with distance, and ever more slowly.

The least value of the mean repulsion $\sum_{ij}P_{ij}f(|i-j|)$ is then $f(m)$, and the uniform distribution on the pairs with $|i-j|=m$ attains it. If $f$ is strictly convex, no other $P$ does.

In density functional theory, the least repulsion at fixed density is the limit of the universal functional divided by the interaction strength, as that strength grows; here it is found for two particles of uniform density on a finite chain.

## A bound on the mean distance and a line below the repulsion

Let $v_i=|i-(m-\tfrac12)|$ be the distance of site $i$ from the centre of the chain. Since $|i-j|\le v_i+v_j$, the marginals give

$$\langle |i-j|\rangle\le\sum_{ij}P_{ij}(v_i+v_j)=\frac{1}{2m}\Big(\sum_i v_i+\sum_j v_j\Big)=\frac1m\sum_i v_i .$$

For $i<m$, the sites $i$ and $i+m$ satisfy $v_i+v_{i+m}=(m-\tfrac12-i)+(i+\tfrac12)=m$. There are $m$ such pairs, so $\sum_i v_i=m^2$ and $\langle|i-j|\rangle\le m$.

Now take the secant of $f$ through $m$ and $m+\tfrac12$. Its slope is $-s$, with $s=2\,(f(m)-f(m+\tfrac12))\ge0$. Outside the open interval between these two points,

$$f(r)\ge f(m)-s(r-m).$$

To see this, recall that the slopes of a convex function increase.

- For $r<m$, we have $\frac{f(m)-f(r)}{m-r}\le -s$, which rearranges to the claim.
- For $r>m+\tfrac12$, we have $f(r)\ge f(m+\tfrac12)-s(r-m-\tfrac12)$. Inserting $f(m+\tfrac12)=f(m)-s/2$ gives the claim.
- At $r=m$ and $r=m+\tfrac12$ there is equality.

Distances on the chain are integers, so none falls in the gap. Averaging over $P$ gives

$$\langle f\rangle\ge f(m)-s\,(\langle|i-j|\rangle-m)\ge f(m).$$

Each site has exactly one partner at distance $m$. Weight $1/(2m)$ on each of these $2m$ ordered pairs therefore gives uniform marginals and mean repulsion $f(m)$.

Suppose that $f$ is strictly convex and $\langle f\rangle=f(m)$. Then $f$ meets the line at every distance $d$ that occurs in $P$. If $d\ne m$, strict convexity puts $f$ below the line at the midpoint $(d+m)/2$. But this midpoint is at most $m$ or at least $m+\tfrac12$, where $f$ lies on or above the line, a contradiction. So only $d=m$ occurs, and the marginals fix the weights.

Monotonicity without convexity is not enough. Take $m=2$ and $f(r)=-r^2$, and put weight $\tfrac14$ on each of $(0,3),(3,0),(1,2),(2,1)$. The marginals are uniform, yet the mean is $-(9+1)/2=-5$, below $f(2)=-4$.

## Pair densities and the co-motion map in Lean

```lean
import Mathlib

open Finset

namespace StrictlyCorrelatedPair

noncomputable section

variable {m : ℕ} {P : Fin (2 * m) → Fin (2 * m) → ℝ} {f : ℝ → ℝ} {D : Set ℝ}
```

The set `D` is the domain on which `f` is assumed convex and nonincreasing. It lets one theorem serve both repulsions that are finite at contact and the Coulomb repulsion.

```lean
/-- The distance between two sites of a chain with unit spacing. -/
def sep (i j : Fin (2 * m)) : ℝ := |((i : ℕ) : ℝ) - ((j : ℕ) : ℝ)|
```

Sites are elements of `Fin (2 * m)`, and `sep` is $|i-j|$ as a real number.

```lean
/-- A pair density on a chain of `2m` sites, `m ≥ 1`: nonnegative, with both marginals uniform. -/
structure IsPairDensity (P : Fin (2 * m) → Fin (2 * m) → ℝ) : Prop where
  nonneg : ∀ i j, 0 ≤ P i j
  row : ∀ i, ∑ j, P i j = 1 / (2 * (m : ℝ))
  col : ∀ j, ∑ i, P i j = 1 / (2 * (m : ℝ))
```

This "pair density" is normalised to one over ordered pairs of sites, so the electron density is the sum of its two marginals, $1/m$ at every site. Symmetry under exchange is not required, so the lower bound holds for a wider class than electrons need.

For two electrons in a singlet state with spatial part $\psi$, the joint probability is $P_{ij}=|\psi(i,j)|^2$. Every symmetric $P$ arises in this way, from $\psi(i,j)=\sqrt{P_{ij}}$. The uniform distribution on the pairs at distance $m$ is symmetric, so electrons can attain the minimum.

```lean
/-- The mean of a function `f` of the interparticle distance in the pair density `P`. -/
def pairMean (f : ℝ → ℝ) (P : Fin (2 * m) → Fin (2 * m) → ℝ) : ℝ :=
  ∑ i, ∑ j, P i j * f (sep i j)
```

`pairMean f P` is the interaction energy; there is no kinetic energy in the model.

```lean
/-- The co-motion map: it shifts a site by half the chain, to the right from the left half
and to the left from the right half. -/
def comotion (i : Fin (2 * m)) : Fin (2 * m) :=
  ⟨if (i : ℕ) < m then (i : ℕ) + m else (i : ℕ) - m, by
    have := i.isLt
    split_ifs <;> omega⟩

/-- The strictly correlated pair density for `m ≥ 1`: uniform on the pairs at distance `m`. -/
def sce (m : ℕ) (i j : Fin (2 * m)) : ℝ :=
  if sep i j = (m : ℝ) then 1 / (2 * (m : ℝ)) else 0
```

In the density `sce`, short for strictly correlated electrons, the position of the first electron fixes that of the second, which `comotion` gives.

```lean
/-- A site and its co-motion partner differ by exactly `m` lattice spacings. -/
theorem comotion_cases (i : Fin (2 * m)) :
    (i : ℕ) + m = (comotion i : ℕ) ∨ (comotion i : ℕ) + m = (i : ℕ) := by
  have hc : (comotion i : ℕ) = if (i : ℕ) < m then (i : ℕ) + m else (i : ℕ) - m := rfl
  split_ifs at hc <;> omega

/-- Two electrons are at distance `m` exactly when the second sits at the co-motion
partner of the first. -/
theorem sep_eq_iff (i j : Fin (2 * m)) : sep i j = (m : ℝ) ↔ j = comotion i := by
  have hm0 : (0 : ℝ) ≤ m := Nat.cast_nonneg m
  constructor
  · intro h
    have hij : (j : ℕ) + m = (i : ℕ) ∨ (i : ℕ) + m = (j : ℕ) := by
      rcases (abs_eq hm0).1 h with h | h
      · left
        exact_mod_cast (by linarith : ((j : ℕ) : ℝ) + m = ((i : ℕ) : ℝ))
      · right
        exact_mod_cast (by linarith : ((i : ℕ) : ℝ) + m = ((j : ℕ) : ℝ))
    have h1 := i.isLt
    have h2 := j.isLt
    have h3 := (comotion i).isLt
    apply Fin.ext
    rcases comotion_cases i with h | h <;> omega
  · rintro rfl
    refine (abs_eq hm0).2 ?_
    rcases comotion_cases i with h | h
    · right
      have h' : ((i : ℕ) : ℝ) + m = ((comotion i : ℕ) : ℝ) := by exact_mod_cast h
      linarith
    · left
      have h' : ((comotion i : ℕ) : ℝ) + m = ((i : ℕ) : ℝ) := by exact_mod_cast h
      linarith
```

The second lemma says that `comotion i` is the only site at distance $m$ from $i$. For the forward direction, the proof turns the absolute value into two cases of integer arithmetic, which `omega` settles; the converse follows from `comotion_cases`.

## The mean distance is at most m

```lean
/-- Uniform marginals limit the mean distance of the two electrons to half the number of sites. -/
theorem mean_sep_le (hP : IsPairDensity P) : pairMean (fun r => r) P ≤ m := by
  -- the potential `v` is the distance from the centre of the chain
  obtain ⟨v, hv⟩ : ∃ v : Fin (2 * m) → ℝ, ∀ i, v i = |((i : ℕ) : ℝ) - ((m : ℝ) - 1 / 2)| :=
    ⟨_, fun _ => rfl⟩
  have key : ∀ a b : ℝ, 0 ≤ a → a + 1 ≤ m → a + m = b →
      |a - ((m : ℝ) - 1 / 2)| + |b - ((m : ℝ) - 1 / 2)| = m := by
    intro a b h0 h1 h2
    rw [abs_of_nonpos (show a - ((m : ℝ) - 1 / 2) ≤ 0 by linarith),
      abs_of_nonneg (show 0 ≤ b - ((m : ℝ) - 1 / 2) by linarith)]
    linarith
  have hpair : ∀ i, v i + v (comotion i) = m := by
    intro i
    have h1 := i.isLt
    have h2 := (comotion i).isLt
    rw [hv, hv]
    rcases comotion_cases i with h | h
    · exact key _ _ (Nat.cast_nonneg _) (by exact_mod_cast (by omega : (i : ℕ) + 1 ≤ m))
        (by exact_mod_cast h)
    · rw [add_comm]
      exact key _ _ (Nat.cast_nonneg _)
        (by exact_mod_cast (by omega : (comotion i : ℕ) + 1 ≤ m)) (by exact_mod_cast h)
  have hinv : Function.Involutive (comotion (m := m)) := fun i =>
    ((sep_eq_iff (comotion i) i).1
      ((abs_sub_comm _ _).trans ((sep_eq_iff i (comotion i)).2 rfl))).symm
  have hS : ∑ i, v i + ∑ i, v i = 2 * (m : ℝ) * m := by
    have hperm : ∑ i, v (comotion i) = ∑ i, v i := Equiv.sum_comp hinv.toPerm v
    calc ∑ i, v i + ∑ i, v i = ∑ i, (v i + v (comotion i)) := by
          rw [sum_add_distrib, hperm]
      _ = 2 * (m : ℝ) * m := by simp [hpair]
  calc pairMean (fun r => r) P ≤ ∑ i, ∑ j, P i j * (v i + v j) := by
        refine sum_le_sum fun i _ => sum_le_sum fun j _ =>
          mul_le_mul_of_nonneg_left ?_ (hP.nonneg i j)
        have h := abs_sub_le ((i : ℕ) : ℝ) ((m : ℝ) - 1 / 2) ((j : ℕ) : ℝ)
        rw [abs_sub_comm ((m : ℝ) - 1 / 2), ← hv, ← hv] at h
        exact h
    _ = ∑ i, (∑ j, P i j) * v i + ∑ j, (∑ i, P i j) * v j := by
        simp only [mul_add, sum_add_distrib, sum_mul]
        congr 1
        exact sum_comm
    _ = m := by
        simp only [hP.row, hP.col, ← mul_sum]
        rw [← mul_add, hS]
        rcases eq_or_ne (m : ℝ) 0 with h | h
        · simp [h]
        · field_simp
```

Here `key` and `hpair` are the identity $v_i+v_{i+m}=m$. Since `comotion` is its own inverse (`hinv`), summing $v$ over partners is the same as summing it over sites, so `hS` obtains $2\sum_i v_i=2m\cdot m$. The final `calc` applies the triangle inequality and then the two marginals.

```lean
/-- A pair density on a nonempty chain has total probability one. -/
theorem total_eq_one (hm : 0 < m) (hP : IsPairDensity P) : ∑ i, ∑ j, P i j = 1 := by
  have h : (m : ℝ) ≠ 0 := by exact_mod_cast hm.ne'
  simp only [hP.row, sum_const, card_univ, Fintype.card_fin, nsmul_eq_mul]
  push_cast
  field_simp

/-- For `m ≥ 1`, the strictly correlated density has uniform marginals, and its mean repulsion is
`f m`. -/
theorem sce_spec (hm : 0 < m) (f : ℝ → ℝ) :
    IsPairDensity (sce m) ∧ pairMean f (sce m) = f m := by
  have hrow : ∀ i, ∑ j, sce m i j = 1 / (2 * (m : ℝ)) := by
    intro i
    rw [sum_eq_single (comotion i)]
    · exact if_pos ((sep_eq_iff _ _).2 rfl)
    · exact fun j _ hj => if_neg fun h => hj ((sep_eq_iff _ _).1 h)
    · exact fun h => absurd (mem_univ _) h
  have hsymm : ∀ i j, sce m i j = sce m j i := by
    intro i j
    have h : sep i j = sep j i := abs_sub_comm _ _
    unfold sce
    rw [h]
  have hP : IsPairDensity (sce m) :=
    ⟨fun i j => by unfold sce; split_ifs <;> positivity, hrow,
      fun j => (sum_congr rfl fun i _ => hsymm i j).trans (hrow j)⟩
  refine ⟨hP, ?_⟩
  have hterm : ∀ i j, sce m i j * f (sep i j) = sce m i j * f m := by
    intro i j
    by_cases h : sep i j = (m : ℝ)
    · rw [h]
    · simp [sce, h]
  simp only [pairMean, hterm, ← sum_mul]
  rw [total_eq_one hm hP, one_mul]
```

Row sums of `sce` have a single nonzero term, the partner; column sums follow by symmetry. Wherever `sce` is nonzero the distance is $m$, so the mean is $f(m)$ times the total probability.

## The secant line and the energy bound

```lean
/-- A convex repulsion whose domain contains all positive distances lies on or above its secant line
through `a > 0` and `a + 1/2`, at all distances of its domain outside the open interval between
these points. -/
theorem supporting_line (hf : ConvexOn ℝ D f) (hD : Set.Ioi 0 ⊆ D) {a r : ℝ} (ha : 0 < a)
    (hr : r ∈ D) (hgap : r ≤ a ∨ a + 1 / 2 ≤ r) :
    0 ≤ f r - f a + 2 * (f a - f (a + 1 / 2)) * (r - a) := by
  rcases hgap with h | h
  · rcases h.eq_or_lt with rfl | h
    · simp
    · have hs := hf.slope_mono_adjacent hr (hD (Set.mem_Ioi.2 (by linarith))) h
        (by linarith : a < a + 1 / 2)
      rw [div_le_div_iff₀ (by linarith) (by linarith)] at hs
      nlinarith
  · rcases h.eq_or_lt with rfl | h
    · exact le_of_eq (by ring)
    · have hs := hf.slope_mono_adjacent (hD (Set.mem_Ioi.2 ha)) hr
        (by linarith : a < a + 1 / 2) h
      rw [div_le_div_iff₀ (by linarith) (by linarith)] at hs
      nlinarith
```

The lemma is stated for any real $a>0$ in place of $m$. `slope_mono_adjacent` is the comparison of slopes, once for each side of the gap.

```lean
/-- Distances on the chain are integers: none lies strictly between `m` and `m + 1`. -/
theorem sep_gap (i j : Fin (2 * m)) : sep i j ≤ m ∨ (m : ℝ) + 1 ≤ sep i j := by
  obtain ⟨k, hk⟩ : ∃ k : ℤ, sep i j = k := ⟨|(i : ℤ) - (j : ℤ)|, by simp [sep]⟩
  rw [hk]
  rcases le_or_gt k (m : ℤ) with h | h
  · left
    exact_mod_cast h
  · right
    exact_mod_cast (by omega : (m : ℤ) + 1 ≤ k)

/-- Let `P` be a pair density on `2m` sites, `m ≥ 1`, and let `f` be convex and nonincreasing on a
domain that contains all positive distances and all distances occurring in `P`. Then the mean
repulsion is at least `f m`, and if `f` is strictly convex, equality holds only for the strictly
correlated density. -/
theorem pairMean_bound (hm : 0 < m) (hP : IsPairDensity P) (hD : Set.Ioi 0 ⊆ D)
    (hf : ConvexOn ℝ D f) (hanti : AntitoneOn f D) (hsupp : ∀ i j, P i j ≠ 0 → sep i j ∈ D) :
    f m ≤ pairMean f P ∧ (StrictConvexOn ℝ D f → pairMean f P = f m → P = sce m) := by
  have hm' : (0 : ℝ) < m := by exact_mod_cast hm
  have hmD : (m : ℝ) ∈ D := hD (Set.mem_Ioi.2 hm')
  obtain ⟨s, hs⟩ : ∃ s, s = 2 * (f m - f ((m : ℝ) + 1 / 2)) := ⟨_, rfl⟩
  have hs0 : 0 ≤ s := by
    have := hanti hmD (hD (Set.mem_Ioi.2 (by linarith))) (by linarith : (m : ℝ) ≤ m + 1 / 2)
    linarith
  -- the excess of `f` over the line, averaged over `P`
  have hsplit : ∑ i, ∑ j, P i j * (f (sep i j) - f m + s * (sep i j - m)) =
      pairMean f P + s * pairMean (fun r => r) P - (f m + s * m) * ∑ i, ∑ j, P i j := by
    simp only [pairMean, mul_sum, ← sum_add_distrib, ← sum_sub_distrib]
    exact sum_congr rfl fun i _ => sum_congr rfl fun j _ => by ring
  rw [total_eq_one hm hP] at hsplit
  have hmean := mul_le_mul_of_nonneg_left (mean_sep_le hP) hs0
  have hterm : ∀ i j, 0 ≤ P i j * (f (sep i j) - f m + s * (sep i j - m)) := by
    intro i j
    by_cases h : P i j = 0
    · simp [h]
    · rw [hs]
      exact mul_nonneg (hP.nonneg i j) (supporting_line hf hD hm' (hsupp i j h)
        ((sep_gap i j).imp id fun h => by linarith))
  have hrow : ∀ i, 0 ≤ ∑ j, P i j * (f (sep i j) - f m + s * (sep i j - m)) :=
    fun i => sum_nonneg fun j _ => hterm i j
  have hsum := sum_nonneg fun i (_ : i ∈ univ) => hrow i
  refine ⟨by linarith, fun hstrict heq => ?_⟩
  -- equality forces every pair that occurs to be at distance `m`
  have hzero : ∀ i j, P i j ≠ 0 → sep i j = (m : ℝ) := by
    intro i j hij
    by_contra hne
    have h1 := (sum_eq_zero_iff_of_nonneg fun i _ => hrow i).1
      (le_antisymm (by linarith) hsum) i (mem_univ i)
    have h2 := (sum_eq_zero_iff_of_nonneg fun j _ => hterm i j).1 h1 j (mem_univ j)
    have h3 := (mul_eq_zero.1 h2).resolve_left hij
    have half : (0 : ℝ) < 1 / 2 := by norm_num
    have hmid := hf.1 (hsupp i j hij) hmD half.le half.le (by norm_num)
    have hlt := hstrict.2 (hsupp i j hij) hmD hne half half (by norm_num)
    simp only [smul_eq_mul] at hmid hlt
    have hline := supporting_line hf hD hm' hmid
      ((sep_gap i j).imp (fun h => by linarith) fun h => by linarith)
    rw [← hs] at hline
    nlinarith
  funext i j
  by_cases h : sep i j = (m : ℝ)
  · have hj := (sep_eq_iff i j).1 h
    have hsingle : ∑ k, P i k = P i j := by
      refine sum_eq_single j (fun k _ hk => ?_) fun h => absurd (mem_univ _) h
      by_contra hne
      exact hk (((sep_eq_iff i k).1 (hzero i k hne)).trans hj.symm)
    rw [← hsingle, hP.row]
    exact (if_pos h).symm
  · have h0 : P i j = 0 := by
      by_contra hne
      exact h (hzero i j hne)
    rw [h0]
    exact (if_neg h).symm
```

The hypothesis `hsupp` asks that every distance with nonzero weight lie in `D`. In the proof, `hsplit` writes the averaged excess of $f$ over the line in terms of the two means, and `hterm` shows that each contribution is nonnegative. With `mean_sep_le` this gives the bound. For uniqueness, `hzero` is the midpoint argument, and the row marginal then identifies `P` with `sce m`.

## The minimum for finite and Coulomb repulsion

```lean
/-- For a repulsion `f` that is convex and nonincreasing on `[0, ∞)`, the least mean repulsion
over all pair densities on `2m` sites, `m ≥ 1`, is `f m`, and the strictly correlated density
attains it. -/
theorem sce_optimal (hm : 0 < m) (hf : ConvexOn ℝ (Set.Ici 0) f)
    (hanti : AntitoneOn f (Set.Ici 0)) :
    IsLeast {E | ∃ P : Fin (2 * m) → Fin (2 * m) → ℝ, IsPairDensity P ∧ pairMean f P = E} (f m) ∧
      IsPairDensity (sce m) ∧ pairMean f (sce m) = f m := by
  refine ⟨⟨⟨sce m, sce_spec hm f⟩, ?_⟩, sce_spec hm f⟩
  rintro E ⟨P, hP, rfl⟩
  exact (pairMean_bound hm hP Set.Ioi_subset_Ici_self hf hanti
    fun i j _ => Set.mem_Ici.2 (abs_nonneg _)).1
```

`IsLeast` says that $f(m)$ is attained by some pair density and is a lower bound for all of them. The last two clauses name `sce m` as a minimiser.

```lean
/-- For the Coulomb repulsion `1/r` and `m ≥ 1`, a pair density without double occupancy has mean
repulsion at least `1/m`, with equality exactly for the strictly correlated density. -/
theorem coulomb_bound (hm : 0 < m) (hP : IsPairDensity P) (hdiag : ∀ i, P i i = 0) :
    (m : ℝ)⁻¹ ≤ pairMean (fun r => r⁻¹) P ∧
      (pairMean (fun r => r⁻¹) P = (m : ℝ)⁻¹ ↔ P = sce m) := by
  have hconv : StrictConvexOn ℝ (Set.Ioi 0) (fun r : ℝ => r⁻¹) := by
    have h : StrictConvexOn ℝ (Set.Ioi 0) (fun r : ℝ => r ^ (-1 : ℤ)) :=
      strictConvexOn_zpow (by norm_num) (by norm_num)
    simpa only [zpow_neg_one] using h
  have hanti : AntitoneOn (fun r : ℝ => r⁻¹) (Set.Ioi 0) :=
    fun a ha b _ hab => inv_anti₀ ha hab
  have hsupp : ∀ i j, P i j ≠ 0 → sep i j ∈ Set.Ioi (0 : ℝ) := by
    intro i j hij
    refine Set.mem_Ioi.2 (abs_pos.2 (sub_ne_zero.2 fun h => hij ?_))
    have hval : (i : ℕ) = (j : ℕ) := by exact_mod_cast h
    rw [Fin.ext hval]
    exact hdiag j
  have hb := pairMean_bound hm hP subset_rfl hconv.convexOn hanti hsupp
  refine ⟨hb.1, hb.2 hconv, ?_⟩
  rintro rfl
  exact (sce_spec hm _).2

end

end StrictlyCorrelatedPair
```

For $1/r$, in units of the lattice spacing and with unit coupling, the domain is $(0,\infty)$. The condition `hdiag` forbids double occupancy, which stands for the infinite energy of two point charges at the same place. It matters in Lean, where `0⁻¹` is `0` and a doubly occupied site would cost nothing. The minimum is $1/m$, reached only by `sce m`.

```lean
#print axioms StrictlyCorrelatedPair.pairMean_bound
#print axioms StrictlyCorrelatedPair.sce_optimal
#print axioms StrictlyCorrelatedPair.coulomb_bound
```

```
'StrictlyCorrelatedPair.pairMean_bound' depends on axioms: [propext, Classical.choice, Quot.sound]
'StrictlyCorrelatedPair.sce_optimal' depends on axioms: [propext, Classical.choice, Quot.sound]
'StrictlyCorrelatedPair.coulomb_bound' depends on axioms: [propext, Classical.choice, Quot.sound]
```
